# With a root whose half-length power is −1, the recursive radix-2 FFT returns the Fourier sums

For a vector \(x\) of length \(2^m\) over a commutative ring, the recursive radix-2 FFT with parameter \(w\) returns \(\sum_{j=0}^{2^m-1} x_j w^{jk}\) at every frequency \(0\le k<2^m\), provided that \(w^{2^{m-1}}=-1\) when \(m\ge 1\). Whatever \(w\) is, the algorithm carries out \(m\,2^{m-1}\) twiddle multiplications, the products of intermediate values with powers of \(w\).

```lean
import Mathlib

open Finset

namespace RadixTwoFFT

variable {R : Type*} [CommRing R]

/-- The samples at even positions of a vector of length `2^(m+1)`. -/
def evens {m : ℕ} (x : Fin (2 ^ (m + 1)) → R) : Fin (2 ^ m) → R :=
  fun j => x ⟨2 * j, by have := j.isLt; rw [pow_succ]; omega⟩

/-- The samples at odd positions of a vector of length `2^(m+1)`. -/
def odds {m : ℕ} (x : Fin (2 ^ (m + 1)) → R) : Fin (2 ^ m) → R :=
  fun j => x ⟨2 * j + 1, by have := j.isLt; rw [pow_succ]; omega⟩

/-- The direct Fourier sum `∑ j, x_j w^(jk)` at frequency `k`. -/
def dft {n : ℕ} (w : R) (x : Fin n → R) (k : ℕ) : R :=
  ∑ j, x j * w ^ ((j : ℕ) * k)

/-- A multiplication that returns the product together with its cost, one. -/
def countedMul (a b : R) : R × ℕ := (a * b, 1)

/-- Multiplies entry `k` by the twiddle factor `w^k` and adds up the cost of the products. -/
def twiddle {n : ℕ} (w : R) (v : Fin n → R) : (Fin n → R) × ℕ :=
  (fun k => (countedMul (w ^ (k : ℕ)) (v k)).1,
    ∑ k : Fin n, (countedMul (w ^ (k : ℕ)) (v k)).2)

/-- The butterflies: sums `e + t` fill the lower half of the output, differences `e - t`
the upper half. -/
def butterfly {m : ℕ} (e t : Fin (2 ^ m) → R) : Fin (2 ^ (m + 1)) → R :=
  fun k =>
    if h : (k : ℕ) < 2 ^ m then e ⟨k, h⟩ + t ⟨k, h⟩
    else
      have h' : (k : ℕ) - 2 ^ m < 2 ^ m := by
        have := k.isLt
        have hp := pow_succ (2 : ℕ) m
        omega
      e ⟨k - 2 ^ m, h'⟩ - t ⟨k - 2 ^ m, h'⟩

/-- The recursive radix-2 FFT. It returns the output vector and the number of twiddle
multiplications carried out. -/
def fft : (m : ℕ) → R → (Fin (2 ^ m) → R) → (Fin (2 ^ m) → R) × ℕ
  | 0, _, x => (x, 0)
  | m + 1, w, x =>
    let E := fft m (w ^ 2) (evens x)
    let O := fft m (w ^ 2) (odds x)
    let T := twiddle w O.1
    (butterfly E.1 T.1, E.2 + O.2 + T.2)

/-- A sum over all samples is the sum over the even ones plus the sum over the odd ones. -/
theorem sum_even_odd {m : ℕ} (f : Fin (2 ^ (m + 1)) → R) :
    ∑ i, f i = ∑ j, evens f j + ∑ j, odds f j := by
  -- a position is a pair (half-length position, parity)
  let e : Fin (2 ^ m) × Fin 2 ≃ Fin (2 ^ (m + 1)) :=
    finProdFinEquiv.trans (finCongr (pow_succ 2 m).symm)
  rw [← e.sum_comp f, Fintype.sum_prod_type, ← Finset.sum_add_distrib]
  refine Finset.sum_congr rfl fun j _ => ?_
  have h0 : f (e (j, 0)) = evens f j := congrArg f (Fin.ext (by simp [e]))
  have h1 : f (e (j, 1)) = odds f j := congrArg f (Fin.ext (by simp [e, add_comm]))
  rw [Fin.sum_univ_two, h0, h1]

/-- For any `w`, the Fourier sum of length `2^(m+1)` splits into two Fourier sums of half the
length with `w^2` in place of `w`, the odd one carrying the twiddle factor `w^k`. -/
theorem dft_split {m : ℕ} (w : R) (x : Fin (2 ^ (m + 1)) → R) (k : ℕ) :
    dft w x k = dft (w ^ 2) (evens x) k + w ^ k * dft (w ^ 2) (odds x) k := by
  unfold dft
  rw [sum_even_odd, Finset.mul_sum]
  congr 1 <;> refine Finset.sum_congr rfl fun j _ => ?_
  · simp only [evens]
    ring
  · simp only [odds]
    ring

/-- If `w^(2^m) = -1`, raising the frequency by half the length `2^(m+1)` only flips the sign
of the odd part. -/
theorem dft_shift {m : ℕ} (w : R) (hw : w ^ 2 ^ m = -1) (x : Fin (2 ^ (m + 1)) → R) (k : ℕ) :
    dft w x (k + 2 ^ m) = dft (w ^ 2) (evens x) k - w ^ k * dft (w ^ 2) (odds x) k := by
  have h1 : (w ^ 2) ^ 2 ^ m = 1 := by
    rw [← pow_mul, mul_comm, pow_mul, hw, neg_one_sq]
  -- the half-length sums are periodic in the frequency
  have per : ∀ y : Fin (2 ^ m) → R, dft (w ^ 2) y (k + 2 ^ m) = dft (w ^ 2) y k := by
    intro y
    refine Finset.sum_congr rfl fun j _ => ?_
    rw [mul_add, pow_add, mul_comm (j : ℕ) (2 ^ m), pow_mul (w ^ 2) (2 ^ m) j, h1,
      one_pow, mul_one]
  rw [dft_split, per, per, pow_add, hw]
  ring

/-- Correctness of the FFT: if `w^(2^(m-1)) = -1` whenever `m ≥ 1`, the output at every
`k < 2^m` is the Fourier sum `∑ j, x_j w^(jk)`. -/
theorem fft_eq_dft (m : ℕ) (w : R) (hw : 1 ≤ m → w ^ 2 ^ (m - 1) = -1)
    (x : Fin (2 ^ m) → R) (k : Fin (2 ^ m)) : (fft m w x).1 k = dft w x k := by
  induction m generalizing w with
  | zero =>
    have : Subsingleton (Fin (2 ^ 0)) := inferInstanceAs (Subsingleton (Fin 1))
    have hk : (k : ℕ) = 0 := Nat.lt_one_iff.mp k.isLt
    change x k = _
    rw [dft, Fintype.sum_subsingleton _ k, hk, Nat.mul_zero, pow_zero, mul_one]
  | succ m ih =>
    have hw' : w ^ 2 ^ m = -1 := hw (by omega)
    -- the squared root satisfies the condition at half the length
    have h2 : 1 ≤ m → (w ^ 2) ^ 2 ^ (m - 1) = -1 := fun h => by
      rw [← pow_mul, ← pow_succ', Nat.sub_add_cancel h]
      exact hw'
    change butterfly (fft m (w ^ 2) (evens x)).1
      (twiddle w (fft m (w ^ 2) (odds x)).1).1 k = _
    simp only [butterfly, twiddle, countedMul]
    split_ifs with h
    · rw [ih (w ^ 2) h2 (evens x), ih (w ^ 2) h2 (odds x)]
      exact (dft_split w x k).symm
    · have hk : dft w x k = dft w x ((k - 2 ^ m) + 2 ^ m) := by
        rw [Nat.sub_add_cancel (not_lt.mp h)]
      rw [ih (w ^ 2) h2 (evens x), ih (w ^ 2) h2 (odds x), hk]
      exact (dft_shift w hw' x _).symm

/-- The FFT of length `2^m` carries out `m 2^(m-1)` twiddle multiplications. -/
theorem fft_count (m : ℕ) (w : R) (x : Fin (2 ^ m) → R) :
    (fft m w x).2 = m * 2 ^ (m - 1) := by
  induction m generalizing w with
  | zero => simp [fft]
  | succ m ih =>
    have h : (fft (m + 1) w x).2 =
        (fft m (w ^ 2) (evens x)).2 + (fft m (w ^ 2) (odds x)).2 + 2 ^ m := by
      simp [fft, twiddle, countedMul]
    rw [h, ih, ih]
    rcases m with _ | n
    · simp
    · simp only [Nat.add_sub_cancel]
      ring

/-- For any `w`, the zero-frequency output of the FFT is the sum of all samples. -/
theorem fft_zero_frequency (m : ℕ) (w : R) (x : Fin (2 ^ m) → R) :
    (fft m w x).1 ⟨0, by positivity⟩ = ∑ j, x j := by
  induction m generalizing w with
  | zero =>
    have : Subsingleton (Fin (2 ^ 0)) := inferInstanceAs (Subsingleton (Fin 1))
    exact (Fintype.sum_subsingleton x _).symm
  | succ m ih =>
    have h : 0 < 2 ^ m := by positivity
    change butterfly (fft m (w ^ 2) (evens x)).1
      (twiddle w (fft m (w ^ 2) (odds x)).1).1 _ = _
    simp only [butterfly, twiddle, countedMul, h, ↓reduceDIte, pow_zero, one_mul, ih]
    exact (sum_even_odd x).symm

/-- For any `w`, the output of the FFT of length `2^(m+1)` at the middle frequency `2^m` is the
sum of the even samples minus the sum of the odd ones. -/
theorem fft_middle_frequency (m : ℕ) (w : R) (x : Fin (2 ^ (m + 1)) → R)
    (h : 2 ^ m < 2 ^ (m + 1)) :
    (fft (m + 1) w x).1 ⟨2 ^ m, h⟩ = ∑ j, evens x j - ∑ j, odds x j := by
  change butterfly (fft m (w ^ 2) (evens x)).1
    (twiddle w (fft m (w ^ 2) (odds x)).1).1 _ = _
  simp only [butterfly, twiddle, countedMul, lt_irrefl, ↓reduceDIte, Nat.sub_self, pow_zero,
    one_mul, fft_zero_frequency]

/-- The FFT of length `2^(m+1)` returns the Fourier sums of every input exactly when
`w^(2^m) = -1`. -/
theorem fft_correct_iff (m : ℕ) (w : R) :
    (∀ (x : Fin (2 ^ (m + 1)) → R) (k : Fin (2 ^ (m + 1))),
      (fft (m + 1) w x).1 k = dft w x k) ↔ w ^ 2 ^ m = -1 := by
  refine ⟨fun h => ?_, fun hw x k => fft_eq_dft (m + 1) w (fun _ => hw) x k⟩
  -- test on a unit impulse at position 1, at the middle frequency
  obtain ⟨x, hx⟩ : ∃ x : Fin (2 ^ (m + 1)) → R, ∀ j, x j = if (j : ℕ) = 1 then 1 else 0 :=
    ⟨_, fun _ => rfl⟩
  have hpos : 0 < 2 ^ m := by positivity
  have hlt : 2 ^ m < 2 ^ (m + 1) := by rw [pow_succ]; omega
  have h1 : ∀ j, evens x j = 0 := fun j =>
    (hx _).trans (if_neg (show ¬ 2 * (j : ℕ) = 1 by omega))
  have h2 : ∀ j, odds x j = if j = ⟨0, hpos⟩ then 1 else 0 := fun j =>
    (hx _).trans (if_congr (show 2 * (j : ℕ) + 1 = 1 ↔ j = ⟨0, hpos⟩ by
      rw [Fin.ext_iff]
      change _ ↔ (j : ℕ) = 0
      omega) rfl rfl)
  -- only the first odd sample contributes to a weighted sum
  have hs : ∀ g : Fin (2 ^ m) → R, ∑ j, odds x j * g j = g ⟨0, hpos⟩ := by
    intro g
    rw [Finset.sum_eq_single (⟨0, hpos⟩ : Fin (2 ^ m))]
    · rw [h2, if_pos rfl, one_mul]
    · intro j _ hj
      rw [h2, if_neg hj, zero_mul]
    · intro hn
      exact absurd (Finset.mem_univ _) hn
  have he : ∑ j, evens x j = 0 := Finset.sum_eq_zero fun j _ => h1 j
  have ho : ∑ j, odds x j = 1 := by
    simpa only [mul_one] using hs (fun _ => 1)
  have hde : dft (w ^ 2) (evens x) (2 ^ m) = 0 := by
    unfold dft
    exact Finset.sum_eq_zero fun j _ => by simp only [h1, zero_mul]
  have hdo : dft (w ^ 2) (odds x) (2 ^ m) = 1 := by
    unfold dft
    exact (hs (fun j => (w ^ 2) ^ ((j : ℕ) * 2 ^ m))).trans (by simp)
  have key : (fft (m + 1) w x).1 ⟨2 ^ m, hlt⟩ = dft w x (2 ^ m) := h x ⟨2 ^ m, hlt⟩
  rw [fft_middle_frequency, dft_split, he, ho, hde, hdo] at key
  linear_combination -key

/-- Over the complex numbers, the FFT with `w = exp(-2πi/2^m)` returns
`∑ j, x_j exp(-2πi jk/2^m)` at every `k < 2^m`. -/
theorem fft_complex (m : ℕ) (x : Fin (2 ^ m) → ℂ) (k : Fin (2 ^ m)) :
    (fft m (Complex.exp (-(2 * Real.pi * Complex.I) / 2 ^ m)) x).1 k =
      ∑ j, x j * Complex.exp (-(2 * Real.pi * Complex.I * (j : ℕ) * (k : ℕ)) / 2 ^ m) := by
  rw [fft_eq_dft]
  · refine Finset.sum_congr rfl fun j _ => ?_
    rw [← Complex.exp_nat_mul]
    congr 2
    push_cast
    ring
  · intro hm
    obtain ⟨n, hn⟩ : ∃ n, m = n + 1 := ⟨m - 1, by omega⟩
    have h2 : (2 : ℂ) ^ n ≠ 0 := pow_ne_zero _ two_ne_zero
    -- half a turn of the phase gives -1
    have hphase : ((2 ^ n : ℕ) : ℂ) * (-(2 * Real.pi * Complex.I) / 2 ^ (n + 1)) =
        -(Real.pi * Complex.I) := by
      push_cast
      rw [pow_succ, div_eq_mul_inv, mul_inv]
      linear_combination (-(Real.pi * Complex.I)) * (mul_inv_cancel₀ h2)
    rw [hn, Nat.add_sub_cancel, ← Complex.exp_nat_mul, hphase, Complex.exp_neg,
      Complex.exp_pi_mul_I]
    norm_num

end RadixTwoFFT
```

```lean
#print axioms RadixTwoFFT.fft_count
#print axioms RadixTwoFFT.fft_correct_iff
#print axioms RadixTwoFFT.fft_complex
```

```
'RadixTwoFFT.fft_count' depends on axioms: [propext, Classical.choice, Quot.sound]
'RadixTwoFFT.fft_correct_iff' depends on axioms: [propext, Classical.choice, Quot.sound]
'RadixTwoFFT.fft_complex' depends on axioms: [propext, Classical.choice, Quot.sound]
```

## The algorithm and the sum it is compared with

A vector of length \(2^m\) is a function `Fin (2 ^ m) → R`, so positions run from \(0\) to \(2^m-1\). The direct Fourier sum is defined separately from the algorithm, as `dft`:

\[
F_k(w;x)=\sum_j x_j w^{jk}.
\]

Its frequency \(k\) is any natural number, which lets the proof speak of \(k+2^m\) without wrapping around.

At length \(2^{m+1}\), `fft` separates the samples into \(x^{e}_j=x_{2j}\) (`evens`) and \(x^{o}_j=x_{2j+1}\) (`odds`), each of length \(2^m\). It calls itself on both with \(w^2\), obtaining outputs \(E_k\) and \(O_k\), and `butterfly` puts \(E_k+w^kO_k\) at position \(k\) and \(E_k-w^kO_k\) at position \(k+2^m\), for \(0\le k<2^m\). At length 1 it returns its input.

The second component of the result is a counter. Each entry that `twiddle` multiplies contributes one, the cost given by `countedMul`, and this includes the trivial products with \(w^0=1\). Additions, subtractions and the preparation of the powers of \(w\) are not counted, as if those powers were read from a table.

`fft_eq_dft` states correctness under the condition on \(w\), and `fft_count` gives the count with no condition. `fft_correct_iff` says that for length \(2^{m+1}\), hence at least two, the output is right for every input exactly when \(w^{2^m}=-1\).

## Phases on a periodic grid

For \(N=2^m\) samples of a periodic function, spaced by \(1/N\) of its period, `fft_complex` takes \(w=e^{-2\pi i/N}\) and obtains

\[
\sum_j x_j e^{-2\pi i jk/N}.
\]

This fixes a negative sign in the exponent and no prefactor \(1/N\). The condition on \(w\) then says that half a turn of the phase gives \(-1\). Since \(k\) and \(k-N\) have the same phases on the grid, the outputs with \(N/2<k<N\) stand for the negative wave numbers \(k-N\) in the usual plane-wave labelling. For \(N\ge2\), the output at \(k=N/2\) can be labelled \(N/2\) or \(-N/2\).

Plane-wave electronic-structure codes use such transforms to pass between Fourier coefficients and values on a real-space grid; the model here is one-dimensional, has a power-of-two length and contains no rounding. Floating-point numbers do not form a commutative ring, so the theorems give no error bound for a numerical FFT. The counter measures one kind of operation and makes no statement about running time or memory.

## Splitting the sum into even and odd samples

Every position below \(2^{m+1}\) is \(2j\) or \(2j+1\) for exactly one \(j<2^m\). Therefore, for any \(w\),

\[
\begin{aligned}
F_k(w;x)&=\sum_{j<2^m}x_{2j}w^{2jk}+\sum_{j<2^m}x_{2j+1}w^{(2j+1)k}\\
&=\sum_{j<2^m}x^e_j(w^2)^{jk}+w^k\sum_{j<2^m}x^o_j(w^2)^{jk}\\
&=F_k(w^2;x^e)+w^kF_k(w^2;x^o).
\end{aligned}
\]

In Lean, `sum_even_odd` reindexes the sum by pairs of a half-length position and a parity. `dft_split` applies it to the Fourier sum, and `ring` matches the exponents.

## The sign in the upper half

Now let \(w^{2^m}=-1\). Squaring gives \((w^2)^{2^m}=1\), so the half-length sums do not change when the frequency rises by \(2^m\):

\[
(w^2)^{j(k+2^m)}=(w^2)^{jk}\bigl((w^2)^{2^m}\bigr)^j=(w^2)^{jk}.
\]

The twiddle factor is multiplied by \(-1\), because \(w^{k+2^m}=w^kw^{2^m}=-w^k\). Putting both into the split sum yields

\[
F_{k+2^m}(w;x)=F_k(w^2;x^e)-w^kF_k(w^2;x^o).
\]

This is `dft_shift`, where the periodicity appears as the local statement `per`.

Correctness follows by induction on \(m\). At length 1 the only output is \(x_0\), which equals \(F_0(w;x)\). For the step from \(2^m\) to \(2^{m+1}\), the recursive calls use \(w^2\), which is why the induction is set up for all \(w\) at once. If \(m\ge1\), then \((w^2)^{2^{m-1}}=w^{2^m}=-1\), so \(w^2\) meets the condition at half the length. By the induction hypothesis \(E_k=F_k(w^2;x^e)\) and \(O_k=F_k(w^2;x^o)\). The tactic `split_ifs` separates the two halves of the output: the lower one is `dft_split`, and the upper one is `dft_shift` after \(k\) has been written as \((k-2^m)+2^m\).

For the complex root with \(m=n+1\), the condition reads

\[
w^{2^n}=e^{-2^n\cdot 2\pi i/2^{n+1}}=e^{-\pi i}=-1,
\]

and \(w^{jk}\) is the exponential in the Fourier sum.

## Counting the twiddle products

Let \(C_m\) be the count at length \(2^m\). The two recursive calls cost \(C_m\) each, and there is one twiddle product for each of the \(2^m\) entries of the odd half:

\[
C_0=0,\qquad C_{m+1}=2C_m+2^m.
\]

This gives \(C_1=1\). For \(m\ge1\), inserting \(C_m=m2^{m-1}\) gives \(C_{m+1}=m2^m+2^m=(m+1)2^m\), the same formula one level up. In terms of \(N=2^m\) the count is \(\tfrac N2\log_2N\). The proof of `fft_count` follows this recursion and treats \(m=0\) separately in the step.

## Why \(w^N=1\) is too weak

It is natural to ask only that \(w\) be an \(N\)th root of unity, but the butterfly needs the sign \(-1\) at half the length. With \(w=1\) and \(N=2\) over the complex numbers, the FFT returns \(x_0-x_1\) at \(k=1\), while the direct sum is \(x_0+x_1\).

Over a general ring, even a root of exact order \(N\) can fail. In the integers modulo 8, \(w=3\) has order 2, yet \(3\ne-1\); at \(k=1\) the FFT returns \(x_0-x_1\) and the direct sum is \(x_0+3x_1\).

The necessity of the condition at every length \(2^{m+1}\) comes from two outputs that do not depend on \(w\). At frequency zero each twiddle factor is \(w^0=1\), so by induction the output is the sum of all samples (`fft_zero_frequency`). At the middle frequency \(2^m\) the butterfly subtracts the zero-frequency outputs of the two halves, which leaves \(\sum_jx^e_j-\sum_jx^o_j\) (`fft_middle_frequency`).

Take a unit impulse at position 1. Its even samples vanish and its odd samples sum to 1, so the FFT returns \(-1\) at the middle frequency. The direct sum there has the single term \(w^{2^m}\). If the two agree, then \(w^{2^m}=-1\). The proof of `fft_correct_iff` makes this comparison, evaluating the direct sum through `dft_split`.

## Lengths one and two

For \(m=0\) there is no condition on \(w\): the single sample is returned unchanged, with no twiddle product. For \(m=1\) the condition is \(w=-1\), and the outputs are \(x_0+x_1\) and \(x_0-x_1\). The count is one, although that product is the trivial \(w^0x_1\), so an implementation that skips multiplications by 1 performs fewer than \(m2^{m-1}\) of them whenever \(m\ge1\).
